# The step position projected onto occupied states has the spectrum of the cut occupied projector, mirrored across the cut away from 0 and 1

An entanglement calculation for a Slater determinant of fermions on a finite lattice can diagonalise whichever of two matrices is smaller: the occupied projector restricted to half of the sites, or the step function of position written in orthonormal occupied orbitals. It can also treat one half only and infer those eigenvalues of the other half that lie strictly between 0 and 1. The problems below justify both steps, with every matrix written on all the sites. In a basis adapted to the compressing projector, this only pads the smaller matrix with zeros, so the two smaller matrices share their nonzero eigenvalues, with multiplicity.

## Projectors, compressions and weights

States are complex amplitude vectors over a finite set `n` of orthonormal site orbitals.

```lean
import Mathlib

open Matrix

namespace ProjectedPositionCutSpectrum

noncomputable section

variable {n : Type*} [Fintype n] [DecidableEq n]
```

The matrix $P$ projects onto the occupied states and $Q$ onto a half space, so $Q$ is the step function of position. All that is assumed of either is that it is Hermitian and idempotent. No Hamiltonian, gap or lattice geometry enters, and $Q$ need not be diagonal in the sites.

```lean
/-- An orthogonal projector: a Hermitian matrix equal to its own square. -/
def IsOrthProj (P : Matrix n n ℂ) : Prop := P.IsHermitian ∧ P * P = P
```

The compressing matrix is the first argument: `compress P Q` is the projected step position $PQP$, and `compress Q P` is the cut projector $QPQ$.

```lean
/-- The operator `B` compressed by `A`, that is `A B A`. -/
def compress (A B : Matrix n n ℂ) : Matrix n n ℂ := A * B * A
```

An eigenvalue needs a nonzero vector, which need not be normalised. It is a complex number until shown to be real.

```lean
/-- `μ` is an eigenvalue of `A`: some nonzero state is multiplied by `μ`. -/
def IsEigenvalue (A : Matrix n n ℂ) (μ : ℂ) : Prop :=
  ∃ v : n → ℂ, v ≠ 0 ∧ A *ᵥ v = μ • v
```

The eigenspace also contains the zero vector, and its dimension is the degeneracy.

```lean
/-- The space of all states that `A` multiplies by `μ`. -/
def level (A : Matrix n n ℂ) (μ : ℂ) : Submodule ℂ (n → ℂ) :=
  Module.End.eigenspace (Matrix.toLin' A) μ

/-- The degeneracy of `μ`: the dimension of its eigenspace. -/
def degeneracy (A : Matrix n n ℂ) (μ : ℂ) : ℕ := Module.finrank ℂ (level A μ)
```

The weight of a state is $w(v)=\sum_i|v_i|^2=v^\dagger v$.

```lean
/-- The total weight of a state, the sum of its squared amplitudes. -/
def weight (v : n → ℂ) : ℝ := ∑ i, Complex.normSq (v i)
```

## (a) Membership of an eigenspace

Show that a vector $v$ lies in the level $\mu$ of a matrix $A$ exactly when
$$Av=\mu v .$$

The level is the kernel of $A-\mu$, and $(A-\mu)v=0$ is the stated equation. In Lean, `Matrix.toLin'` turns the matrix into a linear map, and the proof unfolds that translation.

```lean
/-- A state lies in the level `μ` of `A` exactly when it solves the eigenvalue equation. -/
theorem mem_level (A : Matrix n n ℂ) (μ : ℂ) (v : n → ℂ) :
    v ∈ level A μ ↔ A *ᵥ v = μ • v := by
  rw [level, Module.End.mem_eigenspace_iff, Matrix.toLin'_apply]
```

## (b) One characteristic polynomial for two compressions

Show that for idempotent $P$ and $Q$
$$\det(x-PQP)=\det(x-QPQ).$$

Idempotency gives $PQP=(PQ)(QP)$ and $QPQ=(QP)(PQ)$. It remains to see that $XY$ and $YX$ have the same characteristic polynomial for square $X,Y$. If $X$ is invertible, $YX=X^{-1}(XY)X$ is similar to $XY$. Otherwise replace $X$ by $X+\epsilon$, which is invertible for all but finitely many $\epsilon$. Both characteristic polynomials depend polynomially on $\epsilon$, so they also agree at $\epsilon=0$.

The Lean proof uses `factor` for both regroupings and takes the exchange from `Matrix.charpoly_mul_comm`.

```lean
/-- The projected step position `PQP` and the cut projector `QPQ` have the same
characteristic polynomial. -/
theorem charpoly_compress_comm {P Q : Matrix n n ℂ} (hP : P * P = P) (hQ : Q * Q = Q) :
    (compress P Q).charpoly = (compress Q P).charpoly := by
  have factor : ∀ A B : Matrix n n ℂ, B * B = B → compress A B = (A * B) * (B * A) := by
    intro A B hB
    rw [compress, mul_assoc A B (B * A), ← mul_assoc B B A, hB, mul_assoc]
  rw [factor P Q hQ, factor Q P hP, Matrix.charpoly_mul_comm]
```

## (c) Projection and total weight

Show that an orthogonal projector $R$ satisfies
$$w(Rv)\le w(v).$$

Since $R^\dagger=R$ and $R^2=R$, we have $(Rv)^\dagger Rv=v^\dagger Rv=(Rv)^\dagger v$. Hence
$$w(v-Rv)=v^\dagger v-v^\dagger Rv-(Rv)^\dagger v+(Rv)^\dagger Rv=w(v)-w(Rv),$$
and the left side is not negative.

In the code, `move` shifts $R$ across the inner product, `b` uses idempotency, and `h` is the displayed identity, which is then carried from complex to real numbers.

```lean
omit [DecidableEq n] in
/-- An orthogonal projector never increases the weight of a state. -/
theorem weight_proj_le {R : Matrix n n ℂ} (hR : IsOrthProj R) (v : n → ℂ) :
    weight (R *ᵥ v) ≤ weight v := by
  have dot : ∀ w : n → ℂ, star w ⬝ᵥ w = (weight w : ℂ) := by
    intro w
    simp only [weight, dotProduct, Complex.ofReal_sum]
    exact Finset.sum_congr rfl fun i _ => Complex.normSq_eq_conj_mul_self.symm
  have move : ∀ w : n → ℂ, star (R *ᵥ v) ⬝ᵥ w = star v ⬝ᵥ (R *ᵥ w) := by
    intro w
    rw [Matrix.star_mulVec, hR.1.eq, Matrix.dotProduct_mulVec]
  have b : star (R *ᵥ v) ⬝ᵥ (R *ᵥ v) = star v ⬝ᵥ (R *ᵥ v) := by
    rw [move, Matrix.mulVec_mulVec, hR.2]
  -- Pythagoras: the removed part carries the missing weight
  have h : star (v - R *ᵥ v) ⬝ᵥ (v - R *ᵥ v)
      = star v ⬝ᵥ v - star (R *ᵥ v) ⬝ᵥ (R *ᵥ v) := by
    rw [star_sub, sub_dotProduct, dotProduct_sub, dotProduct_sub, move v, b]
    ring
  rw [dot, dot, dot] at h
  have h' : weight (v - R *ᵥ v) = weight v - weight (R *ᵥ v) := by exact_mod_cast h
  have h0 : 0 ≤ weight (v - R *ᵥ v) := Finset.sum_nonneg fun i _ => Complex.normSq_nonneg _
  linarith
```

## (d) The range of the eigenvalues

Let $PQPv=\mu v$ with $v\neq0$. Show that $\mu$ is real and
$$0\le\mu\le1 .$$

Using $Q^\dagger Q=Q$ and $P^\dagger=P$,
$$w(QPv)=v^\dagger PQPv=\mu\,w(v).$$
As $w(v)>0$, $\mu=w(QPv)/w(v)$, which is real and non-negative. Part (c), used for $Q$ and then for $P$, gives $w(QPv)\le w(Pv)\le w(v)$. For normalised $v$, $\mu$ is the weight of $QPv$ itself.

The weight identity is `key`, and `hpos` permits the division. The real number `r` in the statement is this ratio.

```lean
omit [DecidableEq n] in
/-- Every eigenvalue of `PQP` is a real number between 0 and 1. -/
theorem eigenvalue_mem_unit {P Q : Matrix n n ℂ} (hP : IsOrthProj P) (hQ : IsOrthProj Q)
    {μ : ℂ} (h : IsEigenvalue (compress P Q) μ) :
    ∃ r : ℝ, μ = r ∧ 0 ≤ r ∧ r ≤ 1 := by
  obtain ⟨v, hv, he⟩ := h
  have dot : ∀ w : n → ℂ, star w ⬝ᵥ w = (weight w : ℂ) := by
    intro w
    simp only [weight, dotProduct, Complex.ofReal_sum]
    exact Finset.sum_congr rfl fun i _ => Complex.normSq_eq_conj_mul_self.symm
  have move : ∀ R : Matrix n n ℂ, IsOrthProj R → ∀ u w : n → ℂ,
      star (R *ᵥ u) ⬝ᵥ w = star u ⬝ᵥ (R *ᵥ w) := by
    intro R hR u w
    rw [Matrix.star_mulVec, hR.1.eq, Matrix.dotProduct_mulVec]
  have hpos : 0 < weight v := by
    obtain ⟨i, hi⟩ := Function.ne_iff.mp hv
    exact Finset.sum_pos' (fun j _ => Complex.normSq_nonneg _)
      ⟨i, Finset.mem_univ i, Complex.normSq_pos.mpr hi⟩
  have hQQ : Q *ᵥ (Q *ᵥ (P *ᵥ v)) = Q *ᵥ (P *ᵥ v) := by
    rw [Matrix.mulVec_mulVec (P *ᵥ v) Q Q, hQ.2]
  have hc : P *ᵥ (Q *ᵥ (P *ᵥ v)) = μ • v := by
    rw [← he]
    simp only [compress, Matrix.mulVec_mulVec, mul_assoc]
  -- the weight of QPv is μ times the weight of v
  have key : (weight (Q *ᵥ (P *ᵥ v)) : ℂ) = μ * (weight v : ℂ) := by
    rw [← dot, move Q hQ, hQQ, move P hP, hc, dotProduct_smul, dot, smul_eq_mul]
  have hne : (weight v : ℂ) ≠ 0 := by exact_mod_cast hpos.ne'
  refine ⟨weight (Q *ᵥ (P *ᵥ v)) / weight v, ?_, ?_, ?_⟩
  · rw [Complex.ofReal_div, key, mul_div_assoc, div_self hne, mul_one]
  · exact div_nonneg (Finset.sum_nonneg fun i _ => Complex.normSq_nonneg _) hpos.le
  · rw [div_le_one hpos]
    exact (weight_proj_le hQ _).trans (weight_proj_le hP v)
```

## (e) A partner state across the cut

Let $QPQv=\mu v$ with $\mu\ne0,1$, and set $u=(1-Q)Pv$. Show that
$$(1-Q)P(1-Q)\,u=(1-\mu)\,u,\qquad u=0\ \Rightarrow\ v=0 .$$

Applying $Q$ to the eigenvalue equation leaves its left side unchanged, so $\mu Qv=\mu v$ and $Qv=v$. The equation then reads $QPv=\mu v$. Since $(1-Q)^2=1-Q$ and $P^2=P$,
$$(1-Q)P(1-Q)u=(1-Q)P(1-Q)Pv=(1-Q)Pv-(1-Q)P\,QPv=u-\mu u .$$
If $u=0$, then $Pv=QPv=\mu v$. Applying $P$ again gives $\mu^2v=\mu v$, so $\mu(\mu-1)v=0$ and $v=0$.

These steps are `hQv`, `hPv`, the matrix identity `m` with its evaluation `s`, and the final bullet. Only idempotency is used. For Hermitian projectors and normalised $v$, $w(u)=\mu(1-\mu)$, so the normalised partner is $u/\sqrt{\mu(1-\mu)}$.

```lean
/-- For `μ` other than 0 and 1, the map `(1-Q)P` sends a solution of the eigenvalue equation of
`QPQ` at `μ` to one of `(1-Q)P(1-Q)` at `1 - μ`, and sends no nonzero solution to zero. -/
theorem mirror_state {P Q : Matrix n n ℂ} (hP : P * P = P) (hQ : Q * Q = Q) {μ : ℂ}
    (h0 : μ ≠ 0) (h1 : μ ≠ 1) {v : n → ℂ} (hv : compress Q P *ᵥ v = μ • v) :
    compress (1 - Q) P *ᵥ (((1 - Q) * P) *ᵥ v) = (1 - μ) • (((1 - Q) * P) *ᵥ v) ∧
      (((1 - Q) * P) *ᵥ v = 0 → v = 0) := by
  -- v lives in the half space Q
  have hQv : Q *ᵥ v = v := by
    have m : Q * compress Q P = compress Q P := by
      simp only [compress, ← mul_assoc, hQ]
    have e : Q *ᵥ (compress Q P *ᵥ v) = compress Q P *ᵥ v := by
      rw [Matrix.mulVec_mulVec, m]
    rw [hv, Matrix.mulVec_smul] at e
    have z : μ • (Q *ᵥ v - v) = 0 := by rw [smul_sub, e, sub_self]
    exact sub_eq_zero.mp ((smul_eq_zero.mp z).resolve_left h0)
  have hPv : Q *ᵥ (P *ᵥ v) = μ • v := by
    have e := hv
    rw [compress, ← Matrix.mulVec_mulVec, hQv, ← Matrix.mulVec_mulVec] at e
    exact e
  constructor
  · have hR : (1 - Q) * (1 - Q) = 1 - Q := by
      rw [mul_sub, mul_one, sub_mul, one_mul, hQ, sub_self, sub_zero]
    have m : compress (1 - Q) P * ((1 - Q) * P)
        = (1 - Q) * P - (1 - Q) * P * (Q * P) := by
      calc compress (1 - Q) P * ((1 - Q) * P)
          = (1 - Q) * P * ((1 - Q) * (1 - Q)) * P := by simp only [compress, mul_assoc]
        _ = (1 - Q) * (P * P) - (1 - Q) * P * (Q * P) := by rw [hR]; noncomm_ring
        _ = (1 - Q) * P - (1 - Q) * P * (Q * P) := by rw [hP]
    have s : ((1 - Q) * P * (Q * P)) *ᵥ v = μ • (((1 - Q) * P) *ᵥ v) := by
      calc ((1 - Q) * P * (Q * P)) *ᵥ v
          = ((1 - Q) * P) *ᵥ (Q *ᵥ (P *ᵥ v)) := by
            simp only [Matrix.mulVec_mulVec, mul_assoc]
        _ = μ • (((1 - Q) * P) *ᵥ v) := by rw [hPv, Matrix.mulVec_smul]
    rw [Matrix.mulVec_mulVec, m, Matrix.sub_mulVec, s, sub_smul, one_smul]
  · -- a vanishing image would give P v = μ v
    intro h
    rw [← Matrix.mulVec_mulVec, Matrix.sub_mulVec, Matrix.one_mulVec, hPv] at h
    have hp : P *ᵥ v = μ • v := sub_eq_zero.mp h
    have e : P *ᵥ (P *ᵥ v) = P *ᵥ v := by rw [Matrix.mulVec_mulVec, hP]
    rw [hp, Matrix.mulVec_smul, hp] at e
    have z : (μ * (μ - 1)) • v = 0 := by
      rw [mul_sub, mul_one, sub_smul, mul_smul, e, sub_self]
    exact (smul_eq_zero.mp z).resolve_left (mul_ne_zero h0 (sub_ne_zero.mpr h1))
```

## (f) Comparing degeneracies

Write $d_\mu(A)$ for the degeneracy. Show that for $\mu\neq0,1$
$$d_\mu(QPQ)\le d_{1-\mu}\big((1-Q)P(1-Q)\big).$$

By (e), the linear map $v\mapsto(1-Q)Pv$ carries the first eigenspace into the second and sends only the zero vector to zero. It is therefore injective there, and an injective linear map cannot lower the dimension.

The proof turns on `LinearMap.restrict`. The matrix $(1-Q)P$ is in general not injective on the whole space. Given the proof `maps` that it carries one level into the other, `restrict` makes it a linear map between those two subspaces, so injectivity has to be tested on eigenvectors only. An element `x` of the subspace consists of a vector `x.1` and a proof `x.2` of its membership, and (e) needs both. `LinearMap.finrank_le_finrank_of_injective` then compares the dimensions.

```lean
/-- For `μ` other than 0 and 1, the degeneracy of `μ` in `QPQ` is at most that of `1 - μ`
in `(1-Q)P(1-Q)`. -/
theorem degeneracy_le {P Q : Matrix n n ℂ} (hP : P * P = P) (hQ : Q * Q = Q) {μ : ℂ}
    (h0 : μ ≠ 0) (h1 : μ ≠ 1) :
    degeneracy (compress Q P) μ ≤ degeneracy (compress (1 - Q) P) (1 - μ) := by
  have maps : ∀ v ∈ level (compress Q P) μ,
      Matrix.toLin' ((1 - Q) * P) v ∈ level (compress (1 - Q) P) (1 - μ) := by
    intro v hv
    rw [mem_level] at hv ⊢
    rw [Matrix.toLin'_apply]
    exact (mirror_state hP hQ h0 h1 hv).1
  refine LinearMap.finrank_le_finrank_of_injective
    (f := (Matrix.toLin' ((1 - Q) * P)).restrict maps) ?_
  rw [injective_iff_map_eq_zero]
  intro x hx
  have hx' : Matrix.toLin' ((1 - Q) * P) x.1 = 0 := congrArg Subtype.val hx
  rw [Matrix.toLin'_apply] at hx'
  exact Subtype.ext ((mirror_state hP hQ h0 h1 ((mem_level _ _ _).mp x.2)).2 hx')
```

## (g) The spectra on both sides of the cut

For orthogonal projectors, show that $PQP$ and $QPQ$ have one characteristic polynomial, that all their eigenvalues lie in $[0,1]$, and that for $\mu\ne0,1$ the number $\mu$ is an eigenvalue of $QPQ$ exactly when $1-\mu$ is one of $(1-Q)P(1-Q)$, with
$$d_\mu(QPQ)=d_{1-\mu}\big((1-Q)P(1-Q)\big).$$

The first claim is (b). The second is (d), used once as it stands and once with $P$ and $Q$ exchanged. For the third, (e) turns an eigenvector on one side into one on the other. The converse is the same step with $Q\to1-Q$ and $\mu\to1-\mu$: the new value also avoids 0 and 1, and $1-(1-Q)=Q$. The same replacement in (f) gives the reverse inequality.

In Lean the three claims are joined by `∧`. The local lemma `step` is stated for a general idempotent `S` so that it serves both directions, and `le_antisymm` joins the two inequalities. The theorem concerns a step function of position; the full position operator projected onto the occupied states has in general a different spectrum.

```lean
/-- For orthogonal projectors `P` (occupied) and `Q` (half space), `PQP` and `QPQ` have equal
characteristic polynomials and eigenvalues in [0,1]; away from 0 and 1, the eigenvalues `μ` of
`QPQ` are matched with `1 - μ` of `(1-Q)P(1-Q)`, with equal degeneracy. -/
theorem projected_position_cut_spectrum {P Q : Matrix n n ℂ}
    (hP : IsOrthProj P) (hQ : IsOrthProj Q) :
    (compress P Q).charpoly = (compress Q P).charpoly ∧
    (∀ μ, IsEigenvalue (compress P Q) μ ∨ IsEigenvalue (compress Q P) μ →
      ∃ r : ℝ, μ = r ∧ 0 ≤ r ∧ r ≤ 1) ∧
    (∀ μ : ℂ, μ ≠ 0 → μ ≠ 1 →
      (IsEigenvalue (compress Q P) μ ↔ IsEigenvalue (compress (1 - Q) P) (1 - μ)) ∧
      degeneracy (compress Q P) μ = degeneracy (compress (1 - Q) P) (1 - μ)) := by
  refine ⟨charpoly_compress_comm hP.2 hQ.2, ?_, ?_⟩
  · rintro μ (h | h)
    · exact eigenvalue_mem_unit hP hQ h
    · exact eigenvalue_mem_unit hQ hP h
  · intro μ h0 h1
    have hR : (1 - Q) * (1 - Q) = 1 - Q := by
      rw [mul_sub, mul_one, sub_mul, one_mul, hQ.2, sub_self, sub_zero]
    have h0' : 1 - μ ≠ 0 := sub_ne_zero.mpr h1.symm
    have h1' : 1 - μ ≠ 1 := fun h => h0 (by linear_combination -h)
    have step : ∀ {S : Matrix n n ℂ} {ν : ℂ}, S * S = S → ν ≠ 0 → ν ≠ 1 →
        IsEigenvalue (compress S P) ν → IsEigenvalue (compress (1 - S) P) (1 - ν) := by
      rintro S ν hS n0 n1 ⟨v, hv, he⟩
      have m := mirror_state hP.2 hS n0 n1 he
      exact ⟨_, fun h => hv (m.2 h), m.1⟩
    -- the converse is the same step with the two halves exchanged
    refine ⟨⟨step hQ.2 h0 h1, fun h => ?_⟩, le_antisymm (degeneracy_le hP.2 hQ.2 h0 h1) ?_⟩
    · have b := step hR h0' h1' h
      rwa [sub_sub_cancel, sub_sub_cancel] at b
    · have b := degeneracy_le hP.2 hR h0' h1'
      rwa [sub_sub_cancel, sub_sub_cancel] at b
```

Exchanging $P$ and $Q$ gives a neighbouring result for the empty states: away from 0 and 1, each eigenvalue $\mu$ of $PQP$ is matched with $1-\mu$ of $(1-P)Q(1-P)$, with equal degeneracy.

## (h) The two excluded values

Show on a single empty site, $P=0$, that the matching fails at
$$\mu=0\ \text{ for }Q=1,\qquad \mu=1\ \text{ for }Q=0 .$$

Every compression of $P$ is the $1\times1$ zero matrix, whose only eigenvalue is 0. For $Q=1$, $QPQ$ has the eigenvalue 0, but the other half lacks the eigenvalue 1. For $Q=0$, the other half has the eigenvalue 0, but $QPQ$ lacks the eigenvalue 1. Lean takes the vector `1` as the eigenvector where one exists; elsewhere the eigenvalue equation reduces to $0=v$.

```lean
/-- The matching fails at both excluded values, already on a single site with `P = 0`:
at `μ = 0` for `Q = 1`, and at `μ = 1` for `Q = 0`. -/
theorem matching_fails_at_zero_and_one :
    (IsEigenvalue (compress (1 : Matrix (Fin 1) (Fin 1) ℂ) 0) 0 ∧
      ¬ IsEigenvalue (compress (1 - 1 : Matrix (Fin 1) (Fin 1) ℂ) 0) (1 - 0)) ∧
    (¬ IsEigenvalue (compress (0 : Matrix (Fin 1) (Fin 1) ℂ) 0) 1 ∧
      IsEigenvalue (compress (1 - 0 : Matrix (Fin 1) (Fin 1) ℂ) 0) (1 - 1)) := by
  refine ⟨⟨⟨1, one_ne_zero, by simp [compress]⟩, ?_⟩, ?_, ⟨1, one_ne_zero, by simp [compress]⟩⟩
  · rintro ⟨v, hv, h⟩
    have z : 0 = v := by simpa [compress] using h
    exact hv z.symm
  · rintro ⟨v, hv, h⟩
    have z : 0 = v := by simpa [compress] using h
    exact hv z.symm
```

## (i) A bond cut in the middle

Let $P$ project onto the normalised bond state $(1,1)/\sqrt2$ and $Q$ onto the first site. Check that both are orthogonal projectors and that
$$QPQ\begin{pmatrix}1\\0\end{pmatrix}=\frac12\begin{pmatrix}1\\0\end{pmatrix}.$$

All entries of $P$ are $1/2$, so $P$ is Hermitian, and each entry of $P^2$ is $\tfrac14+\tfrac14=\tfrac12$. The matrix $Q=\mathrm{diag}(1,0)$ is Hermitian and squares to itself. Compression keeps only the upper left entry of $P$, so $QPQ=\mathrm{diag}(1/2,0)$. By (g), the second site also has the eigenvalue $1/2$. The Lean proof checks the matrices entry by entry.

```lean
/-- The projector on the equal-amplitude state of two sites and the projector on the first site
are orthogonal projectors, and the cut projector has the eigenvalue 1/2. -/
theorem two_site_witness :
    IsOrthProj (!![1/2, 1/2; 1/2, 1/2] : Matrix (Fin 2) (Fin 2) ℂ) ∧
    IsOrthProj (!![1, 0; 0, 0] : Matrix (Fin 2) (Fin 2) ℂ) ∧
    IsEigenvalue (compress !![1, 0; 0, 0] !![1/2, 1/2; 1/2, 1/2]) (1/2) := by
  refine ⟨⟨?_, ?_⟩, ⟨?_, ?_⟩, ![1, 0], ?_, ?_⟩
  · ext i j
    fin_cases i <;> fin_cases j <;> simp [Matrix.conjTranspose_apply]
  · ext i j
    fin_cases i <;> fin_cases j <;> simp [Matrix.mul_apply, Fin.sum_univ_succ] <;> norm_num
  · ext i j
    fin_cases i <;> fin_cases j <;> simp [Matrix.conjTranspose_apply]
  · ext i j
    fin_cases i <;> fin_cases j <;> simp [Matrix.mul_apply, Fin.sum_univ_succ]
  · intro h
    simpa using congrFun h 0
  · ext i
    fin_cases i <;>
      simp [compress, Matrix.mulVec, dotProduct, Matrix.mul_apply, Fin.sum_univ_succ]

end

end ProjectedPositionCutSpectrum
```

```lean
#print axioms ProjectedPositionCutSpectrum.projected_position_cut_spectrum
-- 'ProjectedPositionCutSpectrum.projected_position_cut_spectrum' depends on axioms: [propext, Classical.choice, Quot.sound]
#print axioms ProjectedPositionCutSpectrum.matching_fails_at_zero_and_one
-- 'ProjectedPositionCutSpectrum.matching_fails_at_zero_and_one' depends on axioms: [propext, Classical.choice, Quot.sound]
```
